# With the exact large component, an error in the decoupling matrix enters the NESC energy quadratically and the direct elimination energy linearly

The two-level Hamiltonian with rows (0, 2) and (2, −3) has the eigenvector (1, 1/2), normalised (2, 1)/√5, at energy 1. If the lower component is misjudged as 1/2 + t with t real, the upper row alone gives the energy 1 + 2t, whereas the expectation value of the whole matrix, normalised with both components, is 1 − 4t²/(1 + (1/2 + t)²).

In Lean 4 with Mathlib:

```lean
import Mathlib

open Matrix

namespace NESCError

noncomputable section

variable {m n ι κ : Type*} [Fintype m] [Fintype n] [Fintype ι] [Fintype κ]

/-- The squared norm of a complex coefficient vector. -/
def nsq (x : ι → ℂ) : ℝ := ∑ i, ‖x i‖ ^ 2

/-- The Rayleigh quotient of the block Hamiltonian `[[a, b], [b†, d]]` in the vector
`(x, y) ≠ 0`. -/
def blockEnergy (a : Matrix m m ℂ) (b : Matrix m n ℂ) (d : Matrix n n ℂ)
    (x : m → ℂ) (y : n → ℂ) : ℂ :=
  (star x ⬝ᵥ (a *ᵥ x + b *ᵥ y) + star y ⬝ᵥ (bᴴ *ᵥ x + d *ᵥ y))
    / (star x ⬝ᵥ x + star y ⬝ᵥ y)

/-- The direct elimination energy of a large component `x ≠ 0`: the expectation value of
`a + bX` divided by the squared norm of `x`. -/
def directEnergy (a : Matrix m m ℂ) (b : Matrix m n ℂ) (X : Matrix n m ℂ) (x : m → ℂ) : ℂ :=
  (star x ⬝ᵥ ((a + b * X) *ᵥ x)) / (star x ⬝ᵥ x)

/-- The inner product of a vector with itself is its squared norm. -/
lemma star_dot (x : ι → ℂ) : star x ⬝ᵥ x = (nsq x : ℂ) := by
  simp only [dotProduct, nsq, Pi.star_apply, Complex.ofReal_sum]
  refine Finset.sum_congr rfl fun i _ => ?_
  have h := Complex.mul_conj (x i)
  rw [Complex.normSq_eq_norm_sq] at h
  exact (mul_comm _ _).trans h

/-- A nonzero vector has positive squared norm. -/
lemma nsq_pos {x : ι → ℂ} (hx : x ≠ 0) : 0 < nsq x := by
  obtain ⟨i, hi⟩ := Function.ne_iff.mp hx
  exact Finset.sum_pos' (fun _ _ => by positivity)
    ⟨i, Finset.mem_univ i, pow_pos (norm_pos_iff.mpr hi) 2⟩

/-- A matrix moves to the other side of the inner product as its adjoint. -/
lemma adj (M : Matrix ι κ ℂ) (x : κ → ℂ) (y : ι → ℂ) :
    star (M *ᵥ x) ⬝ᵥ y = star x ⬝ᵥ (Mᴴ *ᵥ y) := by
  rw [Matrix.star_mulVec, ← Matrix.dotProduct_mulVec]

/-- The Rayleigh quotient of `(x, Xx)` is the NESC energy: the Hamiltonian
`a + bX + X†b† + X†dX` with the metric `1 + X†X`, both acting on the large component. -/
theorem nesc_form [DecidableEq m] (a : Matrix m m ℂ) (b : Matrix m n ℂ) (d : Matrix n n ℂ)
    (X : Matrix n m ℂ) (x : m → ℂ) :
    blockEnergy a b d x (X *ᵥ x) = (star x ⬝ᵥ ((a + b * X + Xᴴ * bᴴ + Xᴴ * d * X) *ᵥ x))
      / (star x ⬝ᵥ ((1 + Xᴴ * X) *ᵥ x)) := by
  simp only [blockEnergy, adj, Matrix.add_mulVec, Matrix.one_mulVec, ← Matrix.mulVec_mulVec,
    dotProduct_add, add_assoc]

variable {a : Matrix m m ℂ} {b : Matrix m n ℂ} {d : Matrix n n ℂ} {U : Matrix n m ℂ}
  {x : m → ℂ} {E : ℝ}

/-- For an eigenvector `(x, u)` at real energy `E`, with `d` Hermitian, the expectation value in
`(x, u + f)` is `E` times the squared norm plus `⟨f, (d - E)f⟩`. -/
lemma cancel_linear (hd : d.IsHermitian) {u : n → ℂ} (f : n → ℂ)
    (h1 : a *ᵥ x + b *ᵥ u = (E : ℂ) • x) (h2 : bᴴ *ᵥ x + d *ᵥ u = (E : ℂ) • u) :
    star x ⬝ᵥ (a *ᵥ x + b *ᵥ (u + f)) + star (u + f) ⬝ᵥ (bᴴ *ᵥ x + d *ᵥ (u + f))
      = E * (star x ⬝ᵥ x + star (u + f) ⬝ᵥ (u + f))
        + star f ⬝ᵥ (d *ᵥ f - (E : ℂ) • f) := by
  have k1 := congrArg (fun v => star x ⬝ᵥ v) h1
  have k2 := congrArg (fun v => star u ⬝ᵥ v) h2
  have k3 := congrArg (fun v => star f ⬝ᵥ v) h2
  -- the adjoint of the lower row removes the remaining linear terms
  have k4 := congrArg (fun v => star v ⬝ᵥ f) h2
  simp only [star_add, add_dotProduct, adj, conjTranspose_conjTranspose, hd.eq, star_smul,
    smul_dotProduct, smul_eq_mul, Complex.star_def, Complex.conj_ofReal] at k4
  simp only [Matrix.mulVec_add, dotProduct_add, star_add, add_dotProduct, dotProduct_sub,
    dotProduct_smul, smul_eq_mul] at k1 k2 k3 ⊢
  linear_combination k1 + k2 + k3 + k4

/-- Let `(x, Ux)` with `x ≠ 0` be an eigenvector at real energy `E`, with `d` Hermitian. With
`U + F` in place of `U`, the Rayleigh quotient differs from `E` by exactly
`⟨Fx, (d - E)Fx⟩ / (‖x‖² + ‖(U + F)x‖²)`. -/
theorem nesc_error (hd : d.IsHermitian) (hx : x ≠ 0)
    (h1 : a *ᵥ x + b *ᵥ (U *ᵥ x) = (E : ℂ) • x)
    (h2 : bᴴ *ᵥ x + d *ᵥ (U *ᵥ x) = (E : ℂ) • (U *ᵥ x)) (F : Matrix n m ℂ) :
    blockEnergy a b d x ((U + F) *ᵥ x) - E
      = (star (F *ᵥ x) ⬝ᵥ (d *ᵥ (F *ᵥ x) - (E : ℂ) • (F *ᵥ x)))
        / ((nsq x + nsq ((U + F) *ᵥ x) : ℝ) : ℂ) := by
  have hq : 0 ≤ nsq (U *ᵥ x + F *ᵥ x) := by unfold nsq; positivity
  have hD : ((nsq x + nsq (U *ᵥ x + F *ᵥ x) : ℝ) : ℂ) ≠ 0 :=
    Complex.ofReal_ne_zero.mpr (add_pos_of_pos_of_nonneg (nsq_pos hx) hq).ne'
  rw [Matrix.add_mulVec, blockEnergy, cancel_linear hd _ h1 h2, star_dot, star_dot,
    ← Complex.ofReal_add, add_div, mul_div_cancel_right₀ _ hD, add_sub_cancel_left]

/-- If `x ≠ 0` and `U` satisfy the upper row of the eigenvalue equation at energy `E`, then with
`U + F` the direct elimination energy differs from `E` by exactly `⟨x, bFx⟩ / ‖x‖²`. -/
theorem direct_error (hx : x ≠ 0) (h1 : a *ᵥ x + b *ᵥ (U *ᵥ x) = (E : ℂ) • x)
    (F : Matrix n m ℂ) :
    directEnergy a b (U + F) x - E = (star x ⬝ᵥ (b *ᵥ (F *ᵥ x))) / (nsq x : ℂ) := by
  have hD : (nsq x : ℂ) ≠ 0 := Complex.ofReal_ne_zero.mpr (nsq_pos hx).ne'
  have k1 := congrArg (fun v => star x ⬝ᵥ v) h1
  simp only [dotProduct_add, dotProduct_smul, smul_eq_mul, star_dot] at k1
  have hN : star x ⬝ᵥ ((a + b * (U + F)) *ᵥ x)
      = E * (nsq x : ℂ) + star x ⬝ᵥ (b *ᵥ (F *ᵥ x)) := by
    simp only [Matrix.mul_add, Matrix.add_mulVec, ← Matrix.mulVec_mulVec, dotProduct_add]
    linear_combination k1
  rw [directEnergy, star_dot, hN, add_div, mul_div_cancel_right₀ _ hD, add_sub_cancel_left]

/-- For an eigenvector `(x, Ux)` with `x ≠ 0` at real energy `E` and `d` Hermitian, an error `tF`
in `U` gives a NESC energy error of at most a constant times `|t|²`, and a direct elimination
energy error equal to a constant times `t`. -/
theorem quadratic_versus_linear (hd : d.IsHermitian) (hx : x ≠ 0)
    (h1 : a *ᵥ x + b *ᵥ (U *ᵥ x) = (E : ℂ) • x)
    (h2 : bᴴ *ᵥ x + d *ᵥ (U *ᵥ x) = (E : ℂ) • (U *ᵥ x)) (F : Matrix n m ℂ) (t : ℂ) :
    ‖blockEnergy a b d x ((U + t • F) *ᵥ x) - E‖
        ≤ ‖t‖ ^ 2 * (‖star (F *ᵥ x) ⬝ᵥ (d *ᵥ (F *ᵥ x) - (E : ℂ) • (F *ᵥ x))‖ / nsq x) ∧
      directEnergy a b (U + t • F) x - E
        = t * ((star x ⬝ᵥ (b *ᵥ (F *ᵥ x))) / (nsq x : ℂ)) := by
  have hF : (t • F) *ᵥ x = t • (F *ᵥ x) := by
    ext i
    simp [Matrix.mulVec, dotProduct, Finset.mul_sum, mul_assoc]
  have hp := nsq_pos hx
  have hq : 0 ≤ nsq ((U + t • F) *ᵥ x) := by unfold nsq; positivity
  constructor
  · rw [nesc_error hd hx h1 h2, hF, Matrix.mulVec_smul, star_smul, smul_comm (E : ℂ) t,
      ← smul_sub, smul_dotProduct, dotProduct_smul, smul_eq_mul, smul_eq_mul, norm_div,
      norm_mul, norm_mul, norm_star, Complex.norm_real,
      Real.norm_of_nonneg (add_nonneg hp.le hq), ← mul_assoc, ← sq, ← mul_div_assoc]
    -- the norm of the small component only enlarges the denominator
    exact div_le_div_of_nonneg_left (by positivity) hp (by linarith)
  · rw [direct_error hx h1, hF, Matrix.mulVec_smul, dotProduct_smul, smul_eq_mul, mul_div_assoc]

/-- Let `(x, Ux)` with `x ≠ 0` be an eigenvector at real energy `E`, with `d` Hermitian. If no
normalised expectation value of `d` exceeds `E`, the NESC energy with any `U + F` is at most
`E`. -/
theorem nesc_le_exact (hd : d.IsHermitian) (hx : x ≠ 0)
    (h1 : a *ᵥ x + b *ᵥ (U *ᵥ x) = (E : ℂ) • x)
    (h2 : bᴴ *ᵥ x + d *ᵥ (U *ᵥ x) = (E : ℂ) • (U *ᵥ x))
    (hlow : ∀ y : n → ℂ, (star y ⬝ᵥ (d *ᵥ y)).re ≤ E * nsq y) (F : Matrix n m ℂ) :
    (blockEnergy a b d x ((U + F) *ᵥ x)).re ≤ E := by
  have he := congrArg Complex.re (nesc_error hd hx h1 h2 F)
  rw [Complex.sub_re, Complex.ofReal_re, Complex.div_ofReal_re, dotProduct_sub,
    dotProduct_smul, star_dot, smul_eq_mul, ← Complex.ofReal_mul, Complex.sub_re,
    Complex.ofReal_re] at he
  have hq : 0 ≤ nsq x + nsq ((U + F) *ᵥ x) := by unfold nsq; positivity
  have hs := div_nonpos_of_nonpos_of_nonneg (sub_nonpos.mpr (hlow (F *ᵥ x))) hq
  linarith

/-- The two-level Hamiltonian with `a = 0`, `b = 2`, `d = -3` has the eigenvector `(1, 1/2)` at
energy `1`. With `1/2 + t` in place of `1/2`, for real `t`, the direct energy is `1 + 2t` and the
NESC energy is `1 - 4t² / (1 + (1/2 + t)²)`. -/
theorem two_level_witness (t : ℝ) :
    let b : Matrix (Fin 1) (Fin 1) ℂ := !![2]
    let U : Matrix (Fin 1) (Fin 1) ℂ := !![1 / 2]
    !![0] *ᵥ ![1] + b *ᵥ (U *ᵥ ![1]) = ((1 : ℝ) : ℂ) • ![1] ∧
    bᴴ *ᵥ ![1] + !![-3] *ᵥ (U *ᵥ ![1]) = ((1 : ℝ) : ℂ) • (U *ᵥ ![1]) ∧
    directEnergy !![0] b !![1 / 2 + (t : ℂ)] ![1] = 1 + 2 * t ∧
    blockEnergy !![0] b !![-3] ![1] (!![1 / 2 + (t : ℂ)] *ᵥ ![1])
      = 1 - 4 * t ^ 2 / (1 + (1 / 2 + t) ^ 2) := by
  intro b U
  have mv (p q : ℂ) : !![p] *ᵥ ![q] = ![p * q] := by
    ext i
    fin_cases i
    simp [Matrix.mulVec, dotProduct]
  have hb : bᴴ = !![2] := by
    ext i j
    fin_cases i
    fin_cases j
    simp [b]
  refine ⟨?_, ?_, ?_, ?_⟩
  · simp only [b, U, mv]
    ext i
    fin_cases i
    norm_num
  · rw [hb]
    simp only [U, mv]
    ext i
    fin_cases i
    norm_num
  · simp [b, directEnergy, Matrix.mulVec, dotProduct]
    ring
  · have h : (1 + (1 / 2 + t) ^ 2 : ℝ) ≠ 0 := by positivity
    have hD := Complex.ofReal_ne_zero.mpr h
    push_cast at hD
    have key : blockEnergy !![0] b !![-3] ![1] (!![1 / 2 + (t : ℂ)] *ᵥ ![1])
        = ((1 + (1 / 2 + (t : ℂ)) ^ 2) - 4 * t ^ 2) / (1 + (1 / 2 + (t : ℂ)) ^ 2) := by
      rw [blockEnergy, hb]
      simp only [b, mv]
      congr 1 <;> simp [dotProduct] <;> ring
    rw [key, sub_div, div_self hD]

end

end NESCError
```

```lean
#print axioms NESCError.nesc_form
-- 'NESCError.nesc_form' depends on axioms: [propext, Classical.choice, Quot.sound]
#print axioms NESCError.quadratic_versus_linear
-- 'NESCError.quadratic_versus_linear' depends on axioms: [propext, Classical.choice, Quot.sound]
#print axioms NESCError.nesc_le_exact
-- 'NESCError.nesc_le_exact' depends on axioms: [propext, Classical.choice, Quot.sound]
```

## Two energies from one approximate small component

In relativistic electronic structure, the small component of a Dirac spinor can be eliminated by writing it as Ux, where x is the large component. When U is known only approximately, the question is how much its error F disturbs the energy.

The Hamiltonian has blocks a and b in its upper row, b† and d in its lower row. The hypotheses `h1` and `h2` are the two rows of its eigenvalue equation, with u = Ux:

a x + b u = E x
b†x + d u = E u

Here E is real, x is nonzero and d is Hermitian (`hd`); a needs no such assumption. The matrix U is the decoupling matrix, which need not be unitary, and only its action on x matters.

In the code, `star x ⬝ᵥ y` is ⟨x, y⟩ and `nsq x` is ‖x‖². `blockEnergy` is the Rayleigh quotient of the full matrix. By `nesc_form`, on (x, Xx) it equals the energy expression of the normalised elimination of the small component (NESC), with Hamiltonian a + bX + X†b† + X†dX and metric 1 + X†X. `directEnergy` is this file's name for ⟨x, (a + bX)x⟩/‖x‖², the energy from unnormalised elimination.

Let U be the exact matrix and U + F the approximate one used in both energies. With f = Fx, `nesc_error` and `direct_error` state

E_NESC − E = ⟨f, (d − E)f⟩ / (‖x‖² + ‖u + f‖²)
E_direct − E = ⟨x, b f⟩ / ‖x‖²

The matrices are finite and the metric assumes orthonormal bases for both components; the modified Dirac equation takes this form after each component's basis has been orthonormalised. Both energies use the exact x. An actual calculation with an approximate U would solve for a new x, and the hypotheses say nothing about that step.

## The lower row removes the linear terms

The numerator of the Rayleigh quotient is

N = ⟨x, a x + b(u + f)⟩ + ⟨u + f, b†x + d(u + f)⟩

Inserting the two rows gives

N = E‖x‖² + ⟨x, b f⟩ + E⟨u + f, u⟩ + ⟨u, d f⟩ + ⟨f, d f⟩

Now take the inner product of the lower row with f, the row standing on the left. Since d is Hermitian and E real,

⟨x, b f⟩ + ⟨u, d f⟩ = E⟨u, f⟩

Because ‖u + f‖² = ⟨u + f, u⟩ + ⟨u, f⟩ + ⟨f, f⟩, this leaves

N = E(‖x‖² + ‖u + f‖²) + ⟨f, (d − E)f⟩

This is `cancel_linear`. Its `k1`, `k2` and `k3` are the rows paired with x, u and f, `k4` is the adjoint relation obtained through `adj`, and `linear_combination` adds them. Division by the squared norm ‖x‖² + ‖u + f‖², positive by `nsq_pos` because x is nonzero, gives `nesc_error`.

The direct energy uses only the upper row:

⟨x, (a + b(U + F))x⟩ = E‖x‖² + ⟨x, b f⟩

Nothing is left to cancel the last term.

## Scaling, sign and a non-Hermitian d

Replacing F by tF multiplies ⟨f, (d − E)f⟩ by |t|², while the denominator stays at least ‖x‖². Hence `quadratic_versus_linear` bounds the NESC error by a constant times |t|² and gives the direct error as a constant times t. That constant is zero if bFx is orthogonal to x.

If no normalised expectation value of d exceeds E, the NESC error is never positive. This is `nesc_le_exact`, obtained by taking real parts. The condition represents an electronic state lying above the lower diagonal block, which, with energies measured from the electron's rest energy, contains the potential shifted down by twice that rest energy. The approximate energy then approaches E from below, so it is not a variational upper bound.

With no condition on d, the quadratic error can be lost even when a is Hermitian. Take a = 0, b = (1, 0), and d with rows (0, 1) and (0, 0). Then x = 1, u = (0, −1) is an eigenvector at E = 0. For f = (t, 0) with t real, the Rayleigh quotient is t/(2 + t²), which is linear for small t, although ⟨f, (d − E)f⟩ = 0. The adjoint relation for the lower row has failed. The whole matrix is not Hermitian here, so this is an algebraic counter-example and not a physical Hamiltonian.
